# Eliminating background pairs coupled only by a rank-one exchange divides that exchange by their screening factor

## Excitons in a reduced pair basis

A Bethe-Salpeter calculation of an absorption edge can keep a small set of electron-hole pairs and treat the remaining pairs as a background. The exchange among the retained pairs should then account for the background. If the two groups interact only through a single exchange channel, and the exciton energy is not a level of the background, either with or without the background's own exchange, the correction is exact: the exchange strength is divided by one number, which depends on the exciton energy.

This matters for exchange splitting. Within a degenerate level, exchange moves the exciton that couples to the channel, called bright here, away from those that do not, called dark. The bare strength used in a truncated basis generally gives a different shift from the full basis. An exciton that is dark in this sense can still absorb light of another polarisation.

## The Hamiltonian and its background factor

Let $H_0$ act on the retained pairs and $H_1$ on the background pairs. Each contains the pair energies and the electron-hole attraction within its group. The vectors $d_0$ and $d_1$ hold the transition amplitudes, and $d=(d_0,d_1)$. The Hamiltonian is

$$H=\begin{pmatrix}H_0&0\\0&H_1\end{pmatrix}+v\,dd^\dagger .$$

The constant $v$ stands for the Coulomb interaction in one exchange channel, for example one Fourier component, with spin and volume factors included.

For a trial energy $w$, put $K=H_1-w$ and assume that $K$ is invertible, so $w$ is not an eigenvalue of the background without exchange. Define

$$s=d_1^\dagger K^{-1}d_1,\qquad \varepsilon_b=1+vs .$$

For Hermitian $H_1$ with all levels above a real $w$, and $v>0$, one has $\varepsilon_b\ge1$. This factor plays the role of a background dielectric function, but unlike the usual textbook function it has only the resonant term $(H_1-w)^{-1}$, and its $H_1$ may include electron-hole attraction.

The claim is that for $\varepsilon_b\neq0$ the lower block of $H-w$ is invertible, and its Schur complement, the effective matrix on the retained pairs, is

$$H_0-w+\frac{v}{\varepsilon_b}\,d_0d_0^\dagger .$$

## Eliminating the background

The blocks are

$$H-w=\begin{pmatrix}H_0-w+v\,d_0d_0^\dagger & v\,d_0d_1^\dagger\\ v\,d_1d_0^\dagger & D\end{pmatrix},\qquad D=K+v\,d_1d_1^\dagger .$$

Applying $D$ to the bare response gives

$$DK^{-1}d_1=d_1+vs\,d_1=\varepsilon_b d_1 .$$

Suppose $\varepsilon_b=0$ and $D$ is invertible. Then $K^{-1}d_1=0$, hence $s=0$ and $\varepsilon_b=1$, a contradiction. Suppose instead $\varepsilon_b\ne0$. With $c=v/\varepsilon_b$ and $P=d_1d_1^\dagger$, use $PK^{-1}P=sP$:

$$D\,(K^{-1}-cK^{-1}PK^{-1})=1+(v-c-vcs)PK^{-1}=1,$$

because $c(1+vs)=v$. So $D$ is invertible exactly when $\varepsilon_b\neq0$, and then $D^{-1}d_1=K^{-1}d_1/\varepsilon_b$. The Schur complement becomes

$$H_0-w+\left(v-v^2\frac{s}{\varepsilon_b}\right)d_0d_0^\dagger,
\qquad v-\frac{v^2s}{\varepsilon_b}=\frac{v(\varepsilon_b-vs)}{\varepsilon_b}=\frac{v}{\varepsilon_b}.$$

## Bright and dark levels

For a state $(x,y)$, let $p=v(d_0^\dagger x+d_1^\dagger y)$. The eigenvalue equation is

$$H_0x+p\,d_0=wx,\qquad H_1y+p\,d_1=wy .$$

The second equation gives $y=-pK^{-1}d_1$, so $d_1^\dagger y=-ps$. Inserting this in the definition of $p$ gives $p\,\varepsilon_b=v\,d_0^\dagger x$. Therefore

$$\left(H_0+\frac{v}{\varepsilon_b}d_0d_0^\dagger\right)x=wx,\qquad
y=-\frac{v}{\varepsilon_b}(d_0^\dagger x)\,K^{-1}d_1 .$$

Conversely, write $q=(v/\varepsilon_b)d_0^\dagger x$. The formula for $y$ gives $p=q\varepsilon_b-vsq=q$, and both original equations follow.

If $H_0=E$ is a degenerate level and $x=d_0\neq0$, the condition is

$$w=E+\frac{v}{\varepsilon_b(w)}\,d_0^\dagger d_0 .$$

It is an implicit equation, since $\varepsilon_b$ depends on $w$. If instead $H_0x=Ex$ and $d_0^\dagger x=0$, then $(x,0)$ has $p=0$ and keeps the energy $E$.

## Three pairs with numbers

Take two retained pairs at $E=2$, one background pair at $H_1=7$, and $v=1$, $d_0=(1,1)$, $d_1=2$, in any energy unit:

$$H=\begin{pmatrix}3&1&2\\1&3&2\\2&2&11\end{pmatrix}.$$

At $w=3$ one finds $K=4$, $s=1$ and $\varepsilon_b=2$. The bright condition reads $3=2+\tfrac12\cdot2$ and is satisfied. The background amplitude is $y=-\tfrac12$, so the eigenvector is $(1,1,-\tfrac12)$, or $(\tfrac23,\tfrac23,-\tfrac13)$ when normalised. The dark state $(1,-1,0)/\sqrt2$ stays at $2$. The splitting is $1$; dropping the background pair would give $2$.

## Reading the Lean statements

The finite types `m` and `n` label retained and background pairs, and `m ⊕ n` labels all pairs. `Sum.elim d0 d1` is the joined vector $d$, `dyad a b` is $ab^\dagger$, and `star a ⬝ᵥ b` is $a^\dagger b$. The Hamiltonian is `excitonH`, and `w • 1` is $w$ times the identity. The factor $\varepsilon_b$ is `screening v d1 (H1 - w • 1)`.

The matrices are arbitrary complex ones, with no Hermiticity assumed, and `v` and `w` may be complex. In `schur_eq_screened_exchange`, `hK` says that $K$ is invertible and `he` that $\varepsilon_b\ne0$. The conclusion has two parts: the lower block is invertible, and `schur`, formed from the actual blocks of $H-w$, has the screened form. The first part ensures that the inverse inside `schur` is a true inverse.

`downfolding` states the equivalence of the eigenvalue equations, and `bright_level` and `dark_level` state the two special cases. `dark_level` needs neither `hK` nor `he`.

The step left to the physicist is to justify this form for a given material: a finite set of resonant pairs, one exchange channel, and no direct attraction between the groups.

```lean
import Mathlib

open Matrix

namespace ExcitonExchangeScreening

noncomputable section

variable {m n : Type*} [Fintype m] [Fintype n] [DecidableEq m] [DecidableEq n]

/-- The dyad `a b*` of two vectors of transition amplitudes. -/
def dyad {m n : Type*} (a : m → ℂ) (b : n → ℂ) : Matrix m n ℂ := vecMulVec a (star b)

/-- The exciton Hamiltonian `blockdiag(H0, H1) + v d d*` with `d = (d0, d1)`: two groups of
electron-hole pairs coupled only by the exchange of strength `v`. -/
def excitonH {m n : Type*} (H0 : Matrix m m ℂ) (H1 : Matrix n n ℂ) (v : ℂ)
    (d0 : m → ℂ) (d1 : n → ℂ) : Matrix (m ⊕ n) (m ⊕ n) ℂ :=
  fromBlocks H0 0 0 H1 + v • dyad (Sum.elim d0 d1) (Sum.elim d0 d1)

/-- The background screening factor `1 + v ⟨d1, K⁻¹ d1⟩`, for invertible `K`; below,
`K = H1 - w`. -/
def screening (v : ℂ) (d1 : n → ℂ) (K : Matrix n n ℂ) : ℂ :=
  1 + v * (star d1 ⬝ᵥ (K⁻¹ *ᵥ d1))

/-- The Schur complement of the lower block of `M`, for `M` with invertible lower block. -/
def schur (M : Matrix (m ⊕ n) (m ⊕ n) ℂ) : Matrix m m ℂ :=
  M.toBlocks₁₁ - M.toBlocks₁₂ * M.toBlocks₂₂⁻¹ * M.toBlocks₂₁

omit [Fintype m] [Fintype n] in
/-- The four blocks of `H - w`. -/
theorem excitonH_sub (H0 : Matrix m m ℂ) (H1 : Matrix n n ℂ) (v w : ℂ)
    (d0 : m → ℂ) (d1 : n → ℂ) :
    excitonH H0 H1 v d0 d1 - w • 1 =
      fromBlocks (H0 - w • 1 + v • dyad d0 d0) (v • dyad d0 d1)
        (v • dyad d1 d0) (H1 - w • 1 + v • dyad d1 d1) := by
  ext i j
  rcases i with i | i <;> rcases j with j | j <;>
    simp [excitonH, dyad, vecMulVec_apply, Matrix.one_apply] <;> ring

/-- The dyad `a b*` maps `x` to `a` times the inner product `⟨b, x⟩`. -/
private theorem dyad_mulVec {m n : Type*} [Fintype n] (a : m → ℂ) (b x : n → ℂ) :
    dyad a b *ᵥ x = (star b ⬝ᵥ x) • a := by
  ext i
  simp only [dyad, mulVec, dotProduct, vecMulVec_apply, Pi.smul_apply, smul_eq_mul,
    Finset.sum_mul]
  exact Finset.sum_congr rfl fun j _ => by ring

/-- Two exchange events with propagation `M` in between amount to a single dyad times the
response `⟨c, M c⟩`. -/
theorem dyad_sandwich {m n : Type*} [Fintype n] (a b : m → ℂ) (c : n → ℂ)
    (M : Matrix n n ℂ) :
    dyad a c * M * dyad c b = (star c ⬝ᵥ (M *ᵥ c)) • dyad a b := by
  unfold dyad
  rw [Matrix.mul_assoc, mul_vecMulVec, vecMulVec_mul_vecMulVec]
  ext i j
  simp only [vecMulVec_apply, Matrix.smul_apply, Pi.smul_apply, smul_eq_mul]
  ring

/-- A linear system with invertible matrix is solved by the inverse. -/
private theorem solve {A : Matrix n n ℂ} (hA : IsUnit A) {x y : n → ℂ} (h : A *ᵥ x = y) :
    x = A⁻¹ *ᵥ y := by
  subst h
  rw [mulVec_mulVec, nonsing_inv_mul _ ((isUnit_iff_isUnit_det _).mp hA), one_mulVec]

/-- For invertible `K`, the background with exchange maps `K⁻¹ d1` to `d1` times the
screening factor. -/
theorem background_response (v : ℂ) (d1 : n → ℂ) {K : Matrix n n ℂ} (hK : IsUnit K) :
    (K + v • dyad d1 d1) *ᵥ (K⁻¹ *ᵥ d1) = screening v d1 K • d1 := by
  rw [add_mulVec, smul_mulVec, dyad_mulVec, mulVec_mulVec,
    mul_nonsing_inv _ ((isUnit_iff_isUnit_det _).mp hK), one_mulVec]
  unfold screening
  module

/-- For invertible `K`, the background with exchange, `K + v d1 d1*`, is invertible exactly
when the screening factor is nonzero. -/
theorem background_isUnit_iff (v : ℂ) (d1 : n → ℂ) {K : Matrix n n ℂ} (hK : IsUnit K) :
    IsUnit (K + v • dyad d1 d1) ↔ screening v d1 K ≠ 0 := by
  constructor
  · intro hD h0
    -- a vanishing factor would make `K⁻¹ d1` a null vector
    have h := background_response v d1 hK
    rw [h0, zero_smul] at h
    have hz := solve hD h
    rw [mulVec_zero] at hz
    unfold screening at h0
    rw [hz] at h0
    simp at h0
  · intro he
    obtain ⟨c, hc⟩ : ∃ c, c * screening v d1 K = v := ⟨v / _, div_mul_cancel₀ v he⟩
    unfold screening at hc
    have hKG := mul_nonsing_inv K ((isUnit_iff_isUnit_det _).mp hK)
    have hs := dyad_sandwich d1 d1 d1 K⁻¹
    generalize star d1 ⬝ᵥ (K⁻¹ *ᵥ d1) = s at hc hs
    generalize K⁻¹ = G at hKG hs
    generalize dyad d1 d1 = P at hs ⊢
    have h0 : v - c - v * c * s = 0 := by linear_combination -hc
    -- the explicit inverse is a rank-one correction of `K⁻¹`
    have hinv : (K + v • P) * (G - c • (G * P * G)) = 1 := by
      calc (K + v • P) * (G - c • (G * P * G))
          = K * G + v • (P * G) - c • ((K * G) * (P * G))
              - (v * c) • ((P * G * P) * G) := by
            simp only [add_mul, mul_sub, smul_mul_assoc, mul_smul_comm, mul_assoc]
            module
        _ = 1 + (v - c - v * c * s) • (P * G) := by
            rw [hKG, hs, one_mul, smul_mul_assoc]
            module
        _ = 1 := by rw [h0, zero_smul, add_zero]
    exact ⟨⟨_, _, hinv, mul_eq_one_comm.mp hinv⟩, rfl⟩

/-- **Screened exchange.** If `H1 - w` is invertible and the screening factor is nonzero, the
lower block of `H - w` is invertible and its Schur complement is `H0 - w` plus the exchange
`v d0 d0*` divided by the screening factor. -/
theorem schur_eq_screened_exchange (H0 : Matrix m m ℂ) (H1 : Matrix n n ℂ) (v w : ℂ)
    (d0 : m → ℂ) (d1 : n → ℂ) (hK : IsUnit (H1 - w • 1))
    (he : screening v d1 (H1 - w • 1) ≠ 0) :
    IsUnit (excitonH H0 H1 v d0 d1 - w • 1).toBlocks₂₂ ∧
      schur (excitonH H0 H1 v d0 d1 - w • 1) =
        H0 - w • 1 + (v / screening v d1 (H1 - w • 1)) • dyad d0 d0 := by
  have hD := (background_isUnit_iff v d1 hK).mpr he
  -- the response of the background is divided by the screening factor
  have hx := (solve hD (x := (screening v d1 (H1 - w • 1))⁻¹ • ((H1 - w • 1)⁻¹ *ᵥ d1))
    (y := d1) (by rw [mulVec_smul, background_response v d1 hK, smul_smul,
      inv_mul_cancel₀ he, one_smul])).symm
  rw [excitonH_sub]
  refine ⟨by rwa [toBlocks_fromBlocks₂₂], ?_⟩
  unfold schur
  rw [toBlocks_fromBlocks₁₁, toBlocks_fromBlocks₁₂, toBlocks_fromBlocks₂₁,
    toBlocks_fromBlocks₂₂]
  simp only [Matrix.smul_mul, Matrix.mul_smul]
  rw [dyad_sandwich, hx, dotProduct_smul, smul_eq_mul]
  have hdef : screening v d1 (H1 - w • 1) =
    1 + v * (star d1 ⬝ᵥ ((H1 - w • 1)⁻¹ *ᵥ d1)) := rfl
  have hi := inv_mul_cancel₀ he
  have hc : v - v * v * ((screening v d1 (H1 - w • 1))⁻¹ *
      (star d1 ⬝ᵥ ((H1 - w • 1)⁻¹ *ᵥ d1))) = v / screening v d1 (H1 - w • 1) := by
    rw [eq_div_iff he]
    linear_combination v * hdef - v * v * (star d1 ⬝ᵥ ((H1 - w • 1)⁻¹ *ᵥ d1)) * hi
  rw [← hc]
  module

omit [DecidableEq m] [DecidableEq n] in
/-- The eigenvalue equation of `H` for the state `(x, y)`, written out in the two groups. -/
theorem eigen_iff (H0 : Matrix m m ℂ) (H1 : Matrix n n ℂ) (v w : ℂ)
    (d0 x : m → ℂ) (d1 y : n → ℂ) :
    excitonH H0 H1 v d0 d1 *ᵥ Sum.elim x y = w • Sum.elim x y ↔
      H0 *ᵥ x + (v * (star d0 ⬝ᵥ x + star d1 ⬝ᵥ y)) • d0 = w • x ∧
      H1 *ᵥ y + (v * (star d0 ⬝ᵥ x + star d1 ⬝ᵥ y)) • d1 = w • y := by
  have ht : star (Sum.elim d0 d1) ⬝ᵥ Sum.elim x y = star d0 ⬝ᵥ x + star d1 ⬝ᵥ y := by
    simp [dotProduct, Fintype.sum_sum_type]
  have hH : excitonH H0 H1 v d0 d1 *ᵥ Sum.elim x y =
      Sum.elim (H0 *ᵥ x + (v * (star d0 ⬝ᵥ x + star d1 ⬝ᵥ y)) • d0)
        (H1 *ᵥ y + (v * (star d0 ⬝ᵥ x + star d1 ⬝ᵥ y)) • d1) := by
    unfold excitonH
    rw [add_mulVec, smul_mulVec, dyad_mulVec, fromBlocks_mulVec, ht]
    ext (i | i) <;> simp [mul_assoc]
  rw [hH]
  constructor
  · intro h
    exact ⟨funext fun i => congrFun h (Sum.inl i), funext fun i => congrFun h (Sum.inr i)⟩
  · rintro ⟨h0, h1⟩
    ext (i | i)
    · exact congrFun h0 i
    · exact congrFun h1 i

/-- If `H1 - w` is invertible and the screening factor is nonzero, `(x, y)` solves the full
eigenvalue equation at `w` exactly when `x` solves the one with screened exchange and `y` is
the background amplitude induced by `x`. -/
theorem downfolding (H0 : Matrix m m ℂ) (H1 : Matrix n n ℂ) (v w : ℂ)
    (d0 x : m → ℂ) (d1 y : n → ℂ) (hK : IsUnit (H1 - w • 1))
    (he : screening v d1 (H1 - w • 1) ≠ 0) :
    excitonH H0 H1 v d0 d1 *ᵥ Sum.elim x y = w • Sum.elim x y ↔
      (H0 + (v / screening v d1 (H1 - w • 1)) • dyad d0 d0) *ᵥ x = w • x ∧
      y = -(v / screening v d1 (H1 - w • 1) * (star d0 ⬝ᵥ x)) •
        ((H1 - w • 1)⁻¹ *ᵥ d1) := by
  rw [eigen_iff, add_mulVec, smul_mulVec, dyad_mulVec, smul_smul]
  have hdef : screening v d1 (H1 - w • 1) =
    1 + v * (star d1 ⬝ᵥ ((H1 - w • 1)⁻¹ *ᵥ d1)) := rfl
  have hq : v / screening v d1 (H1 - w • 1) * (star d0 ⬝ᵥ x) *
      screening v d1 (H1 - w • 1) = v * (star d0 ⬝ᵥ x) := by
    rw [mul_right_comm, div_mul_cancel₀ v he]
  generalize v / screening v d1 (H1 - w • 1) * (star d0 ⬝ᵥ x) = q at hq ⊢
  have hKy : (H1 - w • 1) *ᵥ y = H1 *ᵥ y - w • y := by
    rw [sub_mulVec, smul_mulVec, one_mulVec]
  constructor
  · rintro ⟨h0, h1⟩
    -- solve the background equation, then determine the total exchange field
    have hy := solve hK (y := -(v * (star d0 ⬝ᵥ x + star d1 ⬝ᵥ y)) • d1)
      (by rw [hKy, ← h1]; module)
    rw [mulVec_smul] at hy
    have hb := congrArg (fun z => star d1 ⬝ᵥ z) hy
    simp only [dotProduct_smul, smul_eq_mul] at hb
    have hp : v * (star d0 ⬝ᵥ x + star d1 ⬝ᵥ y) = q := by
      apply mul_right_cancel₀ he
      linear_combination v * hb + v * (star d0 ⬝ᵥ x + star d1 ⬝ᵥ y) * hdef - hq
    rw [hp] at h0 hy
    exact ⟨h0, hy⟩
  · rintro ⟨h0, hy⟩
    have hb := congrArg (fun z => star d1 ⬝ᵥ z) hy
    simp only [dotProduct_smul, smul_eq_mul] at hb
    have hp : v * (star d0 ⬝ᵥ x + star d1 ⬝ᵥ y) = q := by
      linear_combination v * hb - hq + q * hdef
    have h1 : (H1 - w • 1) *ᵥ y = -q • d1 := by
      rw [hy, mulVec_smul, mulVec_mulVec,
        mul_nonsing_inv _ ((isUnit_iff_isUnit_det _).mp hK), one_mulVec]
    rw [hKy, sub_eq_iff_eq_add] at h1
    rw [hp]
    exact ⟨h0, by rw [h1]; module⟩

/-- For `H0` equal to `E` times the identity and `d0 ≠ 0`, with `H1 - w` invertible and nonzero
screening factor, `H` has an eigenvector with upper part `d0` at `w` exactly when `w` is `E` plus
the screened exchange shift. -/
theorem bright_level (E v w : ℂ) (H1 : Matrix n n ℂ) (d0 : m → ℂ) (d1 : n → ℂ)
    (hd : d0 ≠ 0) (hK : IsUnit (H1 - w • 1))
    (he : screening v d1 (H1 - w • 1) ≠ 0) :
    (∃ y, excitonH (E • 1) H1 v d0 d1 *ᵥ Sum.elim d0 y = w • Sum.elim d0 y) ↔
      w = E + v / screening v d1 (H1 - w • 1) * (star d0 ⬝ᵥ d0) := by
  have hb : (E • (1 : Matrix m m ℂ) +
      (v / screening v d1 (H1 - w • 1)) • dyad d0 d0) *ᵥ d0 =
      (E + v / screening v d1 (H1 - w • 1) * (star d0 ⬝ᵥ d0)) • d0 := by
    rw [add_mulVec, smul_mulVec, smul_mulVec, one_mulVec, dyad_mulVec]
    module
  constructor
  · rintro ⟨y, h⟩
    have h' := ((downfolding _ H1 v w d0 d0 d1 y hK he).mp h).1
    rw [hb] at h'
    exact (smul_left_injective ℂ hd h').symm
  · intro h
    exact ⟨_, (downfolding _ H1 v w d0 d0 d1 _ hK he).mpr
      ⟨hb.trans (congrArg (fun c : ℂ => c • d0) h.symm), rfl⟩⟩

/-- If `H0 x = E x` and `x` is orthogonal to `d0`, then `(x, 0)` satisfies the eigenvalue
equation of `H` with the same energy `E`. -/
theorem dark_level (H0 : Matrix m m ℂ) (H1 : Matrix n n ℂ) (v E : ℂ)
    (d0 x : m → ℂ) (d1 : n → ℂ) (hx : H0 *ᵥ x = E • x) (hd : star d0 ⬝ᵥ x = 0) :
    excitonH H0 H1 v d0 d1 *ᵥ Sum.elim x 0 = E • Sum.elim x 0 :=
  (eigen_iff H0 H1 v E d0 x d1 0).mpr ⟨by simp [hx, hd], by simp [hd]⟩

end

end ExcitonExchangeScreening
```

```lean
#print axioms ExcitonExchangeScreening.schur_eq_screened_exchange
-- 'ExcitonExchangeScreening.schur_eq_screened_exchange' depends on axioms: [propext, Classical.choice, Quot.sound]
#print axioms ExcitonExchangeScreening.bright_level
-- 'ExcitonExchangeScreening.bright_level' depends on axioms: [propext, Classical.choice, Quot.sound]
#print axioms ExcitonExchangeScreening.dark_level
-- 'ExcitonExchangeScreening.dark_level' depends on axioms: [propext, Classical.choice, Quot.sound]
```

## From the background response to the eigenvectors

`excitonH_sub` finds the four blocks by comparing entries for each choice of group. `dyad_mulVec` is $(ab^\dagger)x=(b^\dagger x)a$, and `dyad_sandwich` is $(ac^\dagger)M(cb^\dagger)=(c^\dagger Mc)\,ab^\dagger$. The latter supplies both $PK^{-1}P=sP$ and the collapse of the off-diagonal product in the Schur complement.

`background_response` is the identity $DK^{-1}d_1=\varepsilon_bd_1$. `background_isUnit_iff` uses it for the contradiction at $\varepsilon_b=0$. In the other direction it names $c$ through $c\,\varepsilon_b=v$ and checks the explicit inverse in the `calc` block, where `h0` is the vanishing coefficient $v-c-vcs$. The product is verified on one side, and `mul_eq_one_comm` supplies the other side for square matrices.

In the main theorem, `hx` is $D^{-1}d_1=K^{-1}d_1/\varepsilon_b$. It comes from `solve` and the response identity, so the explicit inverse isn't needed again. After `dyad_sandwich` has reduced the product, `hc` is the scalar identity $v-v^2s/\varepsilon_b=v/\varepsilon_b$, which `linear_combination` derives from the definition of $\varepsilon_b$.

`eigen_iff` splits the full equation into its two groups. In `downfolding`, the forward direction solves for $y$, takes the product with $d_1$, and cancels $\varepsilon_b$ to obtain $p=q$, called `hp`. The reverse direction obtains the same equality from the given $y$ and restores the background equation.

For `bright_level`, `hb` evaluates the screened matrix on $d_0$. Since $d_0\ne0$, equal multiples of it have equal coefficients, which gives the energy condition. `dark_level` inserts $y=0$ and $d_0^\dagger x=0$ into `eigen_iff`.
